# Summed Landé strengths of an LS term never exceed $(2L+1)(2S+1)\,[L(L+1)+4S(S+1)]$

A free paramagnetic ion with orbital momentum $L$ and spin $S$ is split by spin–orbit coupling into levels $J=|L-S|,\dots,L+S$. In a weak field each level with $J>0$ acts as a moment with squared size $g_J^2J(J+1)$, in units of $\mu_B^2$. If the splittings are small compared with $k_BT$, the ion instead shows the uncoupled value $L(L+1)+4S(S+1)$. How much of that value do the Landé moments supply?

Write $\lambda=L(L+1)$, $\sigma=S(S+1)$ and $T=(2L+1)(2S+1)(\lambda+4\sigma)$. With

$$g_J=\frac32+\frac{\sigma-\lambda}{2J(J+1)},\qquad V(J)=\frac{\big(J^2-(L-S)^2\big)\big((L+S+1)^2-J^2\big)}{4J},$$

the sum rule is

$$\sum_{J>0}(2J+1)\,g_J^2J(J+1)+2\sum_{J=|L-S|+1}^{L+S}V(J)=T.$$

Here $V(J)$ is the Van Vleck strength: the squared matrix elements of $\mathbf L+2\mathbf S$ between levels $J-1$ and $J$, summed over components and magnetic quantum numbers. The Landé sum is therefore at most $T$, with equality exactly when $L=0$ or $S=0$.

## The two parts of a multiplet susceptibility

For one isolated LS term with level energies $E_J$, a code can compute the paramagnetic part of the zero-field susceptibility per ion, with $\beta=1/k_BT$ and $Z=\sum_J(2J+1)e^{-\beta E_J}$, as

$$\chi=\frac{\mu_0\mu_B^2}{3Z}\Big[\beta\sum_{J>0}e^{-\beta E_J}(2J+1)g_J^2J(J+1)+2\sum_{J=|L-S|+1}^{L+S}V(J)\,\frac{e^{-\beta E_{J-1}}-e^{-\beta E_J}}{E_J-E_{J-1}}\Big].$$

When all splittings are small compared with $k_BT$, each quotient tends to $\beta$ times the common Boltzmann factor. The bracket then contains the left side of the sum rule, and the Curie law has squared moment $\lambda+4\sigma$. A code that keeps only the Landé part gets a smaller Curie constant in this limit whenever $L$ and $S$ are both non-zero.

For a $^2P$ term, $L=1$ and $S=\tfrac12$, so $g_{1/2}=\tfrac23$ and $g_{3/2}=\tfrac43$. The Landé sum is $\tfrac23+\tfrac{80}{3}=\tfrac{82}{3}$, while $T=6\cdot5=30$. The deficit $\tfrac83$ equals $2V(\tfrac32)=2\cdot\tfrac43$.

## From level values to the deficit

Put $a=L-S$ and $b=L+S+1$.

**Total strength.** Since $\mathbf L\cdot\mathbf S=\tfrac12[J(J+1)-\lambda-\sigma]$, the value of $(\mathbf L+2\mathbf S)^2$ in level $J$ is

$$Q(J)=\lambda+4\sigma+4\,\mathbf L\cdot\mathbf S=2J(J+1)+2\sigma-\lambda.$$

Let $F(J)=(J^2-a^2)(J^2+a^2-1+2\sigma-\lambda)$. Expanding gives $F(J+1)-F(J)=(2J+1)Q(J)$, and $F(|a|)=0$. The sum over levels is therefore $F(b)$. From $b^2-a^2=(2L+1)(2S+1)$ and $b^2+a^2-1=2\lambda+2\sigma$ it follows that $F(b)=T$.

**One level.** Let $X=J(J+1)>0$ and $D=\sigma-\lambda$. Then $g_J^2X=(3X+D)^2/(4X)$, so

$$Q-g_J^2X=\tfrac14\big[2\lambda+2\sigma-X-D^2/X\big].$$

Using $J^3+(J+1)^3=(2J+1)(X+1)$ and $a^2b^2=D^2$,

$$V(J)+V(J+1)=\tfrac{2J+1}{4}\big[a^2+b^2-1-X-D^2/X\big].$$

The brackets agree, hence $(2J+1)Q(J)=(2J+1)g_J^2X+V(J)+V(J+1)$.

A level $J=0$ requires $L=S$. It has no Landé part and no level below it, and $Q(0)=\sigma=V(1)$.

**Summation.** There is no strength below $J=|a|$ or above $J=L+S$, because $V(|a|)=V(b)=0$, with $V(0)$ set to zero. Every interior $V(J)$ appears twice, once from each neighbouring level, which gives the sum rule.

**Sign.** For $|a|<J<b$ both factors in the numerator of $V$ are positive. There are $\min(2L,2S)$ interior terms, so the deficit vanishes exactly when $L=0$ or $S=0$.

**Doublets.** For $S=\tfrac12$ and $L>0$ the only interior term is

$$V(L+\tfrac12)=\frac{2L\cdot2(L+1)}{4(L+\frac12)}=\frac{2L(L+1)}{2L+1},$$

so the deficit is $4L(L+1)/(2L+1)$. This also gives zero at $L=0$.

## The Lean file

```lean
import Mathlib

open Finset

namespace LandeSumRule

noncomputable section

/-- The Landé factor of the level `J` of an `LS` term, for `J > 0`. -/
def lande (L S J : ℝ) : ℝ :=
  3 / 2 + (S * (S + 1) - L * (L + 1)) / (2 * (J * (J + 1)))

/-- The value of `(L + 2S)² = L² + 4S² + 4 L·S` in the level `J`, where
`L·S = (J(J+1) - L(L+1) - S(S+1)) / 2`. -/
def momentSq (L S J : ℝ) : ℝ :=
  L * (L + 1) + 4 * (S * (S + 1))
    + 4 * ((J * (J + 1) - L * (L + 1) - S * (S + 1)) / 2)

/-- The closed formula for the Van Vleck strength of `L + 2S` between the levels
`J - 1` and `J`, for `J > 0`. -/
def vanVleck (L S J : ℝ) : ℝ :=
  (J ^ 2 - (L - S) ^ 2) * ((L + S + 1) ^ 2 - J ^ 2) / (4 * J)

/-- The `k`-th value `J = |L - S| + k` in the coupling of `L = l/2` and `S = s/2`. -/
def level (l s k : ℕ) : ℝ := |(l : ℝ) / 2 - (s : ℝ) / 2| + k

/-- The sum of `(2J+1) g_J² J(J+1)` over the positive `J` from `|L - S|` to `L + S`,
with `L = l/2` and `S = s/2`. -/
def landeStrength (l s : ℕ) : ℝ :=
  ∑ k ∈ range (min l s + 1) with 0 < level l s k,
    (2 * level l s k + 1) * lande (l / 2) (s / 2) (level l s k) ^ 2
      * (level l s k * (level l s k + 1))

/-- The expression `(2L+1)(2S+1)(L(L+1) + 4S(S+1))`. -/
def totalStrength (L S : ℝ) : ℝ :=
  (2 * L + 1) * (2 * S + 1) * (L * (L + 1) + 4 * (S * (S + 1)))

lemma level_succ (l s k : ℕ) : level l s (k + 1) = level l s k + 1 := by
  unfold level
  push_cast
  ring

lemma level_zero_sq (l s : ℕ) :
    level l s 0 ^ 2 = ((l : ℝ) / 2 - (s : ℝ) / 2) ^ 2 := by
  unfold level
  rw [Nat.cast_zero, add_zero, sq_abs]

/-- The highest level of the term has `J = L + S`. -/
theorem level_top (l s : ℕ) : level l s (min l s) = (l : ℝ) / 2 + (s : ℝ) / 2 := by
  rcases le_total l s with h | h
  · have h' : (l : ℝ) ≤ s := by exact_mod_cast h
    rw [level, min_eq_left h, abs_of_nonpos (by linarith)]
    ring
  · have h' : (s : ℝ) ≤ l := by exact_mod_cast h
    rw [level, min_eq_right h, abs_of_nonneg (by linarith)]
    ring

/-- Summed over all levels with weights `2J+1`, the values of `(L + 2S)²` give
`(2L+1)(2S+1)(L(L+1) + 4S(S+1))`. -/
theorem sum_momentSq (l s : ℕ) :
    ∑ k ∈ range (min l s + 1),
      (2 * level l s k + 1) * momentSq (l / 2) (s / 2) (level l s k)
      = totalStrength (l / 2) (s / 2) := by
  -- the partial sums telescope
  have tel : ∀ n : ℕ, ∑ k ∈ range n,
      (2 * level l s k + 1) * momentSq (l / 2) (s / 2) (level l s k)
      = (level l s n ^ 2 - ((l : ℝ) / 2 - (s : ℝ) / 2) ^ 2)
        * (level l s n ^ 2 + ((l : ℝ) / 2 - (s : ℝ) / 2) ^ 2 - 1
          + 2 * ((s : ℝ) / 2 * ((s : ℝ) / 2 + 1)) - (l : ℝ) / 2 * ((l : ℝ) / 2 + 1)) := by
    intro n
    induction n with
    | zero => rw [sum_range_zero, level_zero_sq]; ring
    | succ n ih =>
      rw [sum_range_succ, ih, level_succ]
      unfold momentSq
      ring
  rw [tel, level_succ, level_top]
  unfold totalStrength
  ring

/-- In a level with `J > 0` the weighted square of `L + 2S` is the Landé part plus the
Van Vleck strengths towards `J - 1` and `J + 1`. -/
theorem level_split (L S : ℝ) {J : ℝ} (hJ : 0 < J) :
    (2 * J + 1) * momentSq L S J
      = (2 * J + 1) * lande L S J ^ 2 * (J * (J + 1))
        + (vanVleck L S J + vanVleck L S (J + 1)) := by
  have h0 : J ≠ 0 := hJ.ne'
  have h1 : J + 1 ≠ 0 := by positivity
  unfold momentSq lande vanVleck
  field_simp
  ring

/-- The exact sum rule: the Landé sum plus twice the Van Vleck strengths between
neighbouring levels equals `(2L+1)(2S+1)(L(L+1) + 4S(S+1))`. -/
theorem lande_sum_rule (l s : ℕ) :
    landeStrength l s
      + 2 * ∑ k ∈ range (min l s), vanVleck (l / 2) (s / 2) (level l s (k + 1))
      = totalStrength (l / 2) (s / 2) := by
  have term : ∀ k : ℕ, (2 * level l s k + 1) * momentSq (l / 2) (s / 2) (level l s k)
      = (if 0 < level l s k then
          (2 * level l s k + 1) * lande (l / 2) (s / 2) (level l s k) ^ 2
            * (level l s k * (level l s k + 1)) else 0)
        + (vanVleck (l / 2) (s / 2) (level l s k)
          + vanVleck (l / 2) (s / 2) (level l s k + 1)) := by
    intro k
    by_cases hJ : 0 < level l s k
    · rw [if_pos hJ]
      exact level_split _ _ hJ
    · -- a level `J = 0` occurs only for `L = S`
      have hk : (0 : ℝ) ≤ k := Nat.cast_nonneg k
      have ha := abs_nonneg ((l : ℝ) / 2 - (s : ℝ) / 2)
      have hle := not_lt.1 hJ
      have h0 : level l s k = 0 := le_antisymm hle (by unfold level; linarith)
      have hd : |(l : ℝ) / 2 - (s : ℝ) / 2| = 0 := by
        unfold level at h0
        linarith
      have hls : (l : ℝ) / 2 = (s : ℝ) / 2 := by linarith [abs_eq_zero.1 hd]
      rw [if_neg hJ, h0, hls]
      simp only [momentSq, vanVleck, mul_zero, div_zero, zero_add]
      ring
  -- the strengths vanish beyond both ends of the term
  have hA : ∑ k ∈ range (min l s + 1), vanVleck (l / 2) (s / 2) (level l s k)
      = ∑ k ∈ range (min l s), vanVleck (l / 2) (s / 2) (level l s (k + 1)) := by
    have hbot : vanVleck (l / 2) (s / 2) (level l s 0) = 0 := by
      unfold vanVleck
      rw [level_zero_sq, sub_self, zero_mul, zero_div]
    rw [sum_range_succ', hbot, add_zero]
  have hB : ∑ k ∈ range (min l s + 1), vanVleck (l / 2) (s / 2) (level l s k + 1)
      = ∑ k ∈ range (min l s), vanVleck (l / 2) (s / 2) (level l s (k + 1)) := by
    have htop : vanVleck (l / 2) (s / 2) ((l : ℝ) / 2 + (s : ℝ) / 2 + 1) = 0 := by
      unfold vanVleck
      rw [sub_self, mul_zero, zero_div]
    rw [sum_range_succ, level_top, htop, add_zero]
    exact sum_congr rfl (fun k _ => by rw [level_succ])
  have htr := sum_momentSq l s
  rw [sum_congr rfl (fun k _ => term k), sum_add_distrib, sum_add_distrib, hA, hB] at htr
  unfold landeStrength
  rw [sum_filter]
  linarith

/-- The Van Vleck strength is positive for `|L - S| < J < L + S + 1`. -/
theorem vanVleck_pos {L S J : ℝ} (h1 : |L - S| < J) (h2 : J < L + S + 1) :
    0 < vanVleck L S J := by
  have hJ : 0 < J := lt_of_le_of_lt (abs_nonneg _) h1
  have ha : (L - S) ^ 2 < J ^ 2 := by
    rw [← sq_abs (L - S)]
    exact pow_lt_pow_left₀ h1 (abs_nonneg _) two_ne_zero
  have hb : J ^ 2 < (L + S + 1) ^ 2 := pow_lt_pow_left₀ h2 hJ.le two_ne_zero
  exact div_pos (mul_pos (sub_pos.2 ha) (sub_pos.2 hb)) (by positivity)

/-- The sum of `(2J+1) g_J² J(J+1)` over the positive `J` of an `LS` term is at most
`(2L+1)(2S+1)(L(L+1) + 4S(S+1))`, with equality exactly when `L = 0` or `S = 0`. -/
theorem lande_strength_le (l s : ℕ) :
    landeStrength l s ≤ totalStrength (l / 2) (s / 2) ∧
      (landeStrength l s = totalStrength (l / 2) (s / 2) ↔ l = 0 ∨ s = 0) := by
  have hr := lande_sum_rule l s
  have hpos : ∀ k ∈ range (min l s),
      0 < vanVleck (l / 2) (s / 2) (level l s (k + 1)) := by
    intro k hk
    have hk0 : (0 : ℝ) ≤ k := Nat.cast_nonneg k
    have hkm : (k : ℝ) + 1 ≤ (min l s : ℕ) := by
      exact_mod_cast Nat.succ_le_of_lt (mem_range.1 hk)
    have ht := level_top l s
    unfold level at ht
    apply vanVleck_pos
    · rw [level_succ]
      unfold level
      linarith
    · rw [level_succ]
      unfold level
      linarith
  refine ⟨by linarith [sum_nonneg (fun k hk => (hpos k hk).le)], ?_, ?_⟩
  · intro heq
    by_contra hne
    -- two non-zero momenta give at least one pair of neighbouring levels
    have hm : 0 < min l s := by omega
    have := sum_pos hpos ⟨0, mem_range.2 hm⟩
    linarith
  · intro h
    have hm : min l s = 0 := by omega
    rw [hm, range_zero, sum_empty] at hr
    linarith

/-- For a single spin `S = 1/2` and `L = l/2` the Landé sum falls short of
`(2L+1)(2S+1)(L(L+1) + 4S(S+1))` by `4L(L+1)/(2L+1)`. -/
theorem doublet_deficit (l : ℕ) :
    totalStrength (l / 2) (1 / 2) - landeStrength l 1
      = 4 * ((l : ℝ) / 2) * ((l : ℝ) / 2 + 1) / ((l : ℝ) + 1) := by
  have hr := lande_sum_rule l 1
  rcases Nat.eq_zero_or_pos l with rfl | h
  · rw [show min 0 1 = 0 from rfl, range_zero, sum_empty] at hr
    simp only [Nat.cast_one] at hr
    have hz : 4 * (((0 : ℕ) : ℝ) / 2) * (((0 : ℕ) : ℝ) / 2 + 1) / (((0 : ℕ) : ℝ) + 1) = 0 := by
      simp
    rw [hz]
    linarith
  · have hm : min l 1 = 1 := by omega
    have ht := level_top l 1
    rw [hm] at ht
    rw [hm, sum_range_one, zero_add, ht] at hr
    simp only [Nat.cast_one] at hr
    have hv : vanVleck (l / 2) (1 / 2) ((l : ℝ) / 2 + 1 / 2)
        = 2 * ((l : ℝ) / 2) * ((l : ℝ) / 2 + 1) / ((l : ℝ) + 1) := by
      unfold vanVleck
      rw [div_eq_div_iff (by positivity) (by positivity)]
      ring
    rw [hv] at hr
    rw [← hr]
    ring

end

end LandeSumRule
```

```lean
#print axioms LandeSumRule.lande_strength_le
#print axioms LandeSumRule.doublet_deficit
```

```
'LandeSumRule.lande_strength_le' depends on axioms: [propext, Classical.choice, Quot.sound]
'LandeSumRule.doublet_deficit' depends on axioms: [propext, Classical.choice, Quot.sound]
```

## What is proved, and what comes from angular-momentum theory

The natural numbers `l` and `s` are $2L$ and $2S$, not the one-electron quantum numbers usually written that way. Half-integer $L$ is thus allowed too. `level l s k` is $J=|L-S|+k$, and `level_top` confirms that the last level is $L+S$. `landeStrength` is the Landé sum over positive $J$, and `totalStrength` is $T$.

`lande_sum_rule` states the exact identity, `lande_strength_le` the bound with its equality condition, and `doublet_deficit` the case $S=\tfrac12$, where the denominator `(l : ℝ) + 1` is $2L+1$.

The proof follows the algebra above:

- `sum_momentSq` proves the telescoped partial sum by induction.
- `level_split` clears denominators with `field_simp` and compares polynomials with `ring`.
- Inside `lande_sum_rule`, `term` adds the case $J=0$, where Lean's convention $x/0=0$ supplies $V(0)=0$. `hA` and `hB` remove the end terms and shift the index.
- `vanVleck_pos` gives the sign. `lande_strength_le` combines it with the sum rule, and `sum_pos` makes the inequality strict once there are two neighbouring levels.
- `doublet_deficit` evaluates the single remaining strength.

The theorems concern real-valued formulas; no operators or states are constructed. The step to an ion is the identification of `lande`, `momentSq` and `vanVleck` with matrix elements of $\mathbf L+2\mathbf S$, which rests on the Wigner–Eckart theorem and the usual coupling rules. The spin $g$-factor is taken as exactly 2. The ion is free and described by a single LS term, so crystal fields and mixing between terms are left out.
